# Strain derivative of a finite lattice sum of differentiable, translation-invariant two-centre integrals

I treat a homogeneous strain as an arbitrary real $3\times3$ matrix $\varepsilon$, with $\varepsilon_{ab}$ and $\varepsilon_{ba}$ independent, which moves every centre and every lattice vector by the factor $1+\varepsilon$. Let $I(A,B)$ be a differentiable two-centre integral that doesn't change when both centres are shifted together, and let $L$ be a finite set of lattice vectors. For

$$E(\varepsilon)=\sum_{T\in L} I\big((1+\varepsilon)A,\,(1+\varepsilon)(B+T)\big)$$

I expect

$$\left.\frac{\partial E}{\partial\varepsilon_{ab}}\right|_{0}=\sum_{T\in L}\frac{\partial I}{\partial A_a}(A,B+T)\,(A-B-T)_b ,$$

with a right-hand side that is independent of the origin. Can this be made rigorous and checked by machine?

## Only the change in separation contributes

Yes. With nine independent strain entries, the derivative with respect to $\varepsilon_{ab}$ is the derivative at $t=0$ along $\varepsilon=tU_{ab}$, where the matrix $U_{ab}$ has a 1 in row $a$, column $b$, and zeros elsewhere. It is easiest to treat a general direction $\varepsilon=t\eta$ first.

Write $DI_{(A,B)}(u,v)$ for the total derivative of $I$ at $(A,B)$, applied to a displacement $u$ of the first centre and $v$ of the second. Translation invariance says that $I(A+tv,B+tv)=I(A,B)$ for all $t$. Differentiating at $t=0$ gives

$$DI_{(A,B)}(v,v)=0 .$$

Now fix $T$ and put $R=A-B-T$. The strain $t\eta$ displaces the centres $A$ and $B+T$ by $t\eta A$ and $t\eta(B+T)$. Since $A=R+(B+T)$, the displacement splits as

$$(\eta A,\ \eta(B+T))=(\eta R,\ 0)+(\eta(B+T),\ \eta(B+T)).$$

The second part is a joint shift and contributes nothing. By the chain rule and linearity, the derivative of the term for $T$ is therefore

$$DI_{(A,B+T)}(\eta R,0)=\sum_a(\eta R)_a\,\frac{\partial I}{\partial A_a}(A,B+T)
=\sum_{a,b}\eta_{ab}\,\frac{\partial I}{\partial A_a}(A,B+T)\,R_b .$$

Summing over $T$ gives

$$\left.\frac{d}{dt}E(t\eta)\right|_{0}=\sum_{a,b}\eta_{ab}\,G_{ab},\qquad
G_{ab}=\sum_{T\in L}\frac{\partial I}{\partial A_a}(A,B+T)\,(A-B-T)_b .$$

The choice $\eta=U_{ab}$ leaves the single entry $G_{ab}$, which is the claim. The choice $\eta=1$, a uniform dilation, gives the trace $\sum_a G_{aa}$.

For origin independence, replace $A$ and $B$ by $A+c$ and $B+c$ and keep $T$ fixed. The separation $A-B-T$ is unchanged. The function $I$ coincides with its copy shifted by $(c,c)$, so its gradient is the same at the shifted point. Hence $G_{ab}$ is unchanged.

## A Gaussian overlap in numbers

For $I(A,B)=e^{-\mu|A-B|^2}$ the gradient is $\partial I/\partial A_a=-2\mu(A-B)_a\,I$, so

$$G_{ab}=-2\mu\sum_{T\in L}R_aR_b\,e^{-\mu|R|^2},\qquad R=A-B-T.$$

With $\mu=\tfrac12$ in three dimensions, this $I$ is the overlap of two normalised s-type Gaussians of exponent 1. Take $A=(1,1,0)$, $B=0$ and $L=\{0,(1,0,0)\}$. The separations are $(1,1,0)$ and $(0,1,0)$, and

$$G_{xy}=-e^{-1}-0\approx-0.368 .$$

Direct differentiation agrees. The strain $\varepsilon_{xy}=t$ turns the separations into $(1+t,1,0)$ and $(t,1,0)$, so

$$E=e^{-[(1+t)^2+1]/2}+e^{-(t^2+1)/2},$$

whose derivative at $t=0$ is $-e^{-1}$.

## When the integral depends on absolute position

Without translation invariance the formula can fail, already in one dimension. Take $I(A,B)=A$ and $L=\{0\}$. Then $E(\varepsilon)=(1+\varepsilon)A$ has derivative $A$, whereas the formula gives $A-B$. For $A=2$, $B=1$ the two values are 2 and 1. The true derivative also changes when the origin moves.

## How the Lean statement encodes strain and gradient

- `Pos d` is the space of real position vectors with $d$ components. The theorems hold for every $d$, and $d=3$ is the case asked about.
- `TranslationInvariant I` expresses the homogeneity of space: no external field and no further fixed centre enters the integral.
- `Differentiable ℝ I` requires a total derivative at every pair of positions, coincident centres included. This suits integrals over smooth basis functions, but excludes a bare $1/|A-B|$.
- `latticeSum I L A B ε` is $E(\varepsilon)$. The product `*ᵥ` is matrix times vector, so in $\varepsilon_{ab}$ the index $a$ labels the displacement and $b$ the position.
- `L` is any finite set of vectors; it need not be closed under addition or contain zero.
- `centreGrad I A B a` is $\partial I/\partial A_a$, the total derivative applied to a unit displacement of the first centre. `strainGradient` is $G_{ab}$.
- `Matrix.single a b 1` is $U_{ab}$.

The main theorem, `hasDerivAt_strain_component`, says that $t\mapsto E(tU_{ab})$ is differentiable at $t=0$ with the stated derivative. `strainGradient_origin_independent` says that $G_{ab}$ is unchanged under a joint shift of $A$ and $B$.

For a symmetric strain, in which $\varepsilon_{ab}$ and $\varepsilon_{ba}$ with $a\neq b$ vary together, `hasDerivAt_strain` applies with $\eta=U_{ab}+U_{ba}$ and gives $G_{ab}+G_{ba}$.

The result bears on the stress in periodic calculations with Gaussian basis functions whose centres follow the strain while their shapes stay fixed, where overlap and kinetic-energy integrals contribute derivatives of this kind; here there is one pair of centres and a finite, unweighted sum. Infinite lattice sums, the response of the density matrix and the division by the cell volume are not treated.

```lean
import Mathlib

open Matrix

namespace GaussianStrainDerivative

noncomputable section

/-- Positions in `d`-dimensional space. -/
abbrev Pos (d : ℕ) := Fin d → ℝ

variable {d : ℕ} {I : Pos d × Pos d → ℝ}

/-- A two-centre integral is unchanged when both centres are shifted by the same vector. -/
def TranslationInvariant (I : Pos d × Pos d → ℝ) : Prop :=
  ∀ A B c : Pos d, I (A + c, B + c) = I (A, B)

/-- The lattice sum of a two-centre integral, with both centres and the lattice vectors
deformed by the strain `ε`. -/
def latticeSum (I : Pos d × Pos d → ℝ) (L : Finset (Pos d)) (A B : Pos d)
    (ε : Matrix (Fin d) (Fin d) ℝ) : ℝ :=
  ∑ T ∈ L, I ((1 + ε) *ᵥ A, (1 + ε) *ᵥ (B + T))

/-- The derivative of the integral with respect to coordinate `a` of its first centre. -/
def centreGrad (I : Pos d × Pos d → ℝ) (A B : Pos d) (a : Fin d) : ℝ :=
  fderiv ℝ I (A, B) (Pi.single a 1, 0)

/-- The sum over lattice vectors of the first-centre gradient times the separation of
the two centres. -/
def strainGradient (I : Pos d × Pos d → ℝ) (L : Finset (Pos d)) (A B : Pos d)
    (a b : Fin d) : ℝ :=
  ∑ T ∈ L, centreGrad I A (B + T) a * (A - B - T) b

/-- The rate of change of the integral along a straight displacement of the two centres
is its total derivative applied to that displacement. -/
theorem hasDerivAt_line (hI : Differentiable ℝ I) (p v : Pos d × Pos d) :
    HasDerivAt (fun t : ℝ => I (p + t • v)) (fderiv ℝ I p v) 0 := by
  have h : HasDerivAt (fun t : ℝ => p + t • v) v 0 := by
    have h' := ((hasDerivAt_id' (0 : ℝ)).smul_const v).const_add p
    rw [one_smul] at h'
    exact h'
  exact (hI p).hasFDerivAt.comp_hasDerivAt_of_eq (0 : ℝ) h (by simp)

/-- The derivative of a translation-invariant integral vanishes when both centres are
displaced by the same vector. -/
theorem fderiv_joint_shift (hI : Differentiable ℝ I) (hT : TranslationInvariant I)
    (A B v : Pos d) : fderiv ℝ I (A, B) (v, v) = 0 := by
  have h := hasDerivAt_line hI (A, B) (v, v)
  have hc : (fun t : ℝ => I ((A, B) + t • (v, v))) = fun _ => I (A, B) := by
    funext t
    exact hT A B (t • v)
  rw [hc] at h
  exact h.unique (hasDerivAt_const _ _)

/-- The total derivative applied to a displacement of the first centre is the sum of the components
of the displacement times those of the first-centre gradient. -/
theorem fderiv_first_centre (A B w : Pos d) :
    fderiv ℝ I (A, B) (w, 0) = ∑ a, w a * centreGrad I A B a := by
  let D : Pos d →L[ℝ] ℝ :=
    (fderiv ℝ I (A, B)).comp (ContinuousLinearMap.inl ℝ (Pos d) (Pos d))
  have hw : w = ∑ a, w a • (Pi.single a (1 : ℝ) : Pos d) := by
    ext i
    simp [Finset.sum_apply, Pi.single_apply]
  have h : D w = ∑ a, w a * D (Pi.single a 1) := by
    calc D w = D (∑ a, w a • (Pi.single a (1 : ℝ) : Pos d)) := congrArg D hw
      _ = ∑ a, w a * D (Pi.single a 1) := by
        rw [map_sum]
        simp only [map_smul, smul_eq_mul]
  exact h

/-- For a differentiable, translation-invariant integral, the derivative of the lattice sum at zero
strain, along any strain direction `η`, is the full contraction of `η` with the strain gradient. -/
theorem hasDerivAt_strain (hI : Differentiable ℝ I) (hT : TranslationInvariant I)
    (L : Finset (Pos d)) (A B : Pos d) (η : Matrix (Fin d) (Fin d) ℝ) :
    HasDerivAt (fun t : ℝ => latticeSum I L A B (t • η))
      (∑ a, ∑ b, η a b * strainGradient I L A B a b) 0 := by
  have hpair : ∀ T ∈ L, HasDerivAt
      (fun t : ℝ => I ((1 + t • η) *ᵥ A, (1 + t • η) *ᵥ (B + T)))
      (∑ a, (η *ᵥ (A - B - T)) a * centreGrad I A (B + T) a) 0 := by
    intro T _
    have h := hasDerivAt_line hI (A, B + T) (η *ᵥ A, η *ᵥ (B + T))
    -- split off the joint displacement, which does not contribute
    have hsplit : (η *ᵥ A, η *ᵥ (B + T)) =
        (η *ᵥ (A - B - T), (0 : Pos d)) + (η *ᵥ (B + T), η *ᵥ (B + T)) := by
      rw [Prod.mk_add_mk, zero_add, ← Matrix.mulVec_add,
        show A - B - T + (B + T) = A by abel]
    have hval : fderiv ℝ I (A, B + T) (η *ᵥ A, η *ᵥ (B + T)) =
        ∑ a, (η *ᵥ (A - B - T)) a * centreGrad I A (B + T) a := by
      rw [hsplit, map_add, fderiv_joint_shift hI hT, add_zero, fderiv_first_centre]
    rw [hval] at h
    have hfun : (fun t : ℝ => I ((1 + t • η) *ᵥ A, (1 + t • η) *ᵥ (B + T))) =
        fun t : ℝ => I ((A, B + T) + t • (η *ᵥ A, η *ᵥ (B + T))) := by
      funext t
      simp only [Matrix.add_mulVec, Matrix.one_mulVec, Matrix.smul_mulVec,
        Prod.smul_mk, Prod.mk_add_mk]
    rw [hfun]
    exact h
  refine (HasDerivAt.fun_sum hpair).congr_deriv ?_
  -- reorder the sums over lattice vectors and components
  rw [Finset.sum_comm]
  refine Finset.sum_congr rfl fun a _ => ?_
  simp only [strainGradient, Matrix.mulVec, dotProduct, Finset.sum_mul, Finset.mul_sum]
  rw [Finset.sum_comm]
  refine Finset.sum_congr rfl fun b _ => Finset.sum_congr rfl fun T _ => ?_
  ring

/-- For a differentiable, translation-invariant integral, the derivative of the lattice sum with
respect to the strain component `ε_ab`, at zero strain, is the sum over `T` of `∂I/∂A_a` at `(A, B +
T)` times `(A - B - T)_b`. -/
theorem hasDerivAt_strain_component (hI : Differentiable ℝ I)
    (hT : TranslationInvariant I) (L : Finset (Pos d)) (A B : Pos d) (a b : Fin d) :
    HasDerivAt (fun t : ℝ => latticeSum I L A B (t • Matrix.single a b 1))
      (∑ T ∈ L, centreGrad I A (B + T) a * (A - B - T) b) 0 := by
  refine (hasDerivAt_strain hI hT L A B (Matrix.single a b 1)).congr_deriv ?_
  refine (Finset.sum_eq_single a ?_ ?_).trans ((Finset.sum_eq_single b ?_ ?_).trans ?_)
  · intro i _ hi
    simp [Ne.symm hi]
  · simp
  · intro j _ hj
    simp [Ne.symm hj]
  · simp
  · simp [strainGradient]

/-- The strain gradient of a translation-invariant integral is unchanged when both centres are
shifted by the same vector. -/
theorem strainGradient_origin_independent (hT : TranslationInvariant I)
    (L : Finset (Pos d)) (A B c : Pos d) (a b : Fin d) :
    strainGradient I L (A + c) (B + c) a b = strainGradient I L A B a b := by
  have hshift : (fun p : Pos d × Pos d => I (p + (c, c))) = I := by
    funext p
    exact hT p.1 p.2 c
  refine Finset.sum_congr rfl fun T _ => ?_
  have hD : fderiv ℝ I ((A, B + T) + (c, c)) = fderiv ℝ I (A, B + T) := by
    rw [← fderiv_comp_add_right, hshift]
  have hg : centreGrad I (A + c) (B + c + T) a = centreGrad I A (B + T) a := by
    unfold centreGrad
    rw [← hD, Prod.mk_add_mk, add_right_comm B c T]
  rw [hg, show A + c - (B + c) - T = A - B - T by abel]

/-- For a differentiable, translation-invariant integral, the derivative of the lattice sum under
uniform dilation, at zero strain, is the trace of the strain gradient. -/
theorem hasDerivAt_dilation (hI : Differentiable ℝ I) (hT : TranslationInvariant I)
    (L : Finset (Pos d)) (A B : Pos d) :
    HasDerivAt (fun t : ℝ => latticeSum I L A B (t • 1))
      (∑ a, strainGradient I L A B a a) 0 := by
  refine (hasDerivAt_strain hI hT L A B 1).congr_deriv ?_
  simp [Matrix.one_apply]

/-- The Gaussian `exp(-μ |A - B|²)` of the separation of two centres. -/
def gaussianPair (μ : ℝ) (p : Pos d × Pos d) : ℝ :=
  Real.exp (-μ * ∑ i, (p.1 i - p.2 i) ^ 2)

/-- The Gaussian of the separation is differentiable and translation invariant. -/
theorem gaussianPair_witness (μ : ℝ) :
    Differentiable ℝ (gaussianPair (d := d) μ) ∧
      TranslationInvariant (gaussianPair (d := d) μ) := by
  constructor
  · show Differentiable ℝ (fun p : Pos d × Pos d =>
      Real.exp (-μ * ∑ i, (p.1 i - p.2 i) ^ 2))
    fun_prop
  · intro A B c
    simp [gaussianPair]

/-- The first-centre gradient of the Gaussian is `-2μ (A - B)_a` times the Gaussian. -/
theorem centreGrad_gaussianPair (μ : ℝ) (A B : Pos d) (a : Fin d) :
    centreGrad (gaussianPair μ) A B a = -2 * μ * (A a - B a) * gaussianPair μ (A, B) := by
  have key : ∀ e : Pos d, fderiv ℝ (gaussianPair μ) (A, B) (e, 0) =
      Real.exp (-μ * ∑ i, (A i + 0 * e i - B i) ^ 2) *
        (-μ * ∑ i, 2 * (A i - B i) * e i) := by
    intro e
    have h1 : ∀ i ∈ Finset.univ, HasDerivAt (fun t : ℝ => (A i + t * e i - B i) ^ 2)
        (2 * (A i - B i) * e i) 0 := by
      intro i _
      have h := ((((hasDerivAt_id' (0 : ℝ)).mul_const (e i)).const_add
        (A i)).sub_const (B i)).fun_pow 2
      refine h.congr_deriv ?_
      norm_num
    have h2 := ((HasDerivAt.fun_sum h1).const_mul (-μ)).exp
    have h3 := hasDerivAt_line (gaussianPair_witness μ).1 (A, B) (e, 0)
    have hfun : (fun t : ℝ => gaussianPair μ ((A, B) + t • (e, (0 : Pos d)))) =
        fun t : ℝ => Real.exp (-μ * ∑ i, (A i + t * e i - B i) ^ 2) := by
      funext t
      simp [gaussianPair]
    rw [hfun] at h3
    exact h3.unique h2
  have hs : ∑ i, 2 * (A i - B i) * (Pi.single a (1 : ℝ) : Pos d) i = 2 * (A a - B a) := by
    simp [Pi.single_apply]
  unfold centreGrad
  rw [key, hs]
  simp only [gaussianPair, zero_mul, add_zero]
  ring

/-- For a lattice sum of Gaussians the derivative with respect to `ε_ab`, at zero strain, is the sum
of `-2μ R_a R_b exp(-μ |R|²)` over the separations `R = A - B - T`. -/
theorem hasDerivAt_strain_gaussian (μ : ℝ) (L : Finset (Pos d)) (A B : Pos d)
    (a b : Fin d) :
    HasDerivAt (fun t : ℝ => latticeSum (gaussianPair μ) L A B (t • Matrix.single a b 1))
      (∑ T ∈ L, -2 * μ * (A - B - T) a * (A - B - T) b * gaussianPair μ (A, B + T)) 0 := by
  obtain ⟨hI, hT⟩ := gaussianPair_witness (d := d) μ
  refine (hasDerivAt_strain_component hI hT L A B a b).congr_deriv ?_
  refine Finset.sum_congr rfl fun T _ => ?_
  rw [centreGrad_gaussianPair]
  simp only [Pi.sub_apply, Pi.add_apply]
  ring

end

end GaussianStrainDerivative
```

```lean
#print axioms GaussianStrainDerivative.hasDerivAt_strain_component
-- 'GaussianStrainDerivative.hasDerivAt_strain_component' depends on axioms: [propext, Classical.choice, Quot.sound]
#print axioms GaussianStrainDerivative.strainGradient_origin_independent
-- 'GaussianStrainDerivative.strainGradient_origin_independent' depends on axioms: [propext, Classical.choice, Quot.sound]
#print axioms GaussianStrainDerivative.hasDerivAt_dilation
-- 'GaussianStrainDerivative.hasDerivAt_dilation' depends on axioms: [propext, Classical.choice, Quot.sound]
#print axioms GaussianStrainDerivative.hasDerivAt_strain_gaussian
-- 'GaussianStrainDerivative.hasDerivAt_strain_gaussian' depends on axioms: [propext, Classical.choice, Quot.sound]
```

## From the joint shift to the strain component

`hasDerivAt_line` is the chain rule along a straight line $p+tv$ in the space of pairs of positions. `fderiv_joint_shift` applies it to the direction $(v,v)$. Translation invariance makes the function of $t$ constant, and since a derivative is unique, $DI_{(A,B)}(v,v)$ must be zero.

`fderiv_first_centre` expands a displacement $w$ of the first centre in unit vectors and uses linearity to obtain $\sum_a w_a\,\partial I/\partial A_a$.

`hasDerivAt_strain` combines these results. Inside it, `hpair` treats one lattice vector:

- `hsplit` is the splitting of the displacement into $(\eta R,0)$ and a joint shift.
- `hval` removes the joint shift and expands the remainder in components.
- `hfun` identifies the strained centres with a straight line through $(A,B+T)$.

`HasDerivAt.fun_sum` then adds the terms over $T$, and the closing steps exchange the finite sums to bring out $\sum_{a,b}\eta_{ab}G_{ab}$.

`hasDerivAt_strain_component` inserts $\eta=U_{ab}$. Its two uses of `Finset.sum_eq_single` pick out row $a$ and then column $b$. `hasDerivAt_dilation` inserts the identity matrix and obtains the trace.

In `strainGradient_origin_independent`, `hshift` states that $I$ equals its shifted copy. The lemma `fderiv_comp_add_right` turns this into equality of the derivatives at the two points, and the separation is unchanged by cancellation of $c$.

The remaining theorems concern the Gaussian, for any real $\mu$. `gaussianPair_witness` verifies both hypotheses, so the general theorem applies to it. `centreGrad_gaussianPair` computes the derivative along a displacement of the first centre explicitly and matches it with the total derivative by uniqueness. `hasDerivAt_strain_gaussian` substitutes this gradient into the main theorem, which gives the closed form used in the numerical example.
